# The kernel of the gapped Kohn–Sham response on a finite grid is the constants exactly when the occupied projector is connected

In an optimized effective potential (OEP) calculation for exact exchange, a local potential $v$ is sought from an equation $\chi v=r$, where $\chi$ is the static density response of the Kohn–Sham orbitals. Adding a constant to $v$ changes no density. Could some other change of $v$ also go unnoticed? For two fragments that share no occupied orbital, a relative shift of their potentials is a natural suspect.

## From couplings to connectivity

Take $n$ grid points and $n$ real orthonormal orbitals $f_p(x)$ with energies $e_p$. Let $i$ run over occupied and $a$ over virtual orbitals, with $e_i<e_a$ always. Define

$$v_{pq}=\sum_x f_p(x)v(x)f_q(x),\qquad P(x,y)=\sum_i f_i(x)f_i(y),$$

$$\chi(x,y)=2\sum_{i,a}\frac{f_i(x)f_a(x)f_i(y)f_a(y)}{e_i-e_a}.$$

Summing over $y$, and then against $v(x)$, gives

$$(\chi v)(x)=2\sum_{i,a}\frac{f_i(x)f_a(x)\,v_{ia}}{e_i-e_a},\qquad \sum_x v(x)(\chi v)(x)=2\sum_{i,a}\frac{v_{ia}^2}{e_i-e_a}\le 0 .$$

So $\chi$, which is visibly symmetric, is negative semidefinite. If $\chi v=0$, the second sum vanishes; its terms all have one sign, so every $v_{ia}$ is zero. Conversely, if every $v_{ia}$ is zero, the first formula gives $\chi v=0$.

Now let $V=\mathrm{diag}(v)$, let $f$ be the matrix with rows $f_p$, and let $D$ be diagonal with entries $d_p=1$ for occupied and $0$ for virtual orbitals. Then $P=f^TDf$, and $M=fVf^T$ has entries $v_{pq}$. Since $ff^T=1$,

$$f(VP-PV)f^T=MD-DM,\qquad (MD-DM)_{pq}=v_{pq}(d_q-d_p).$$

The right side vanishes automatically when $p$ and $q$ have equal occupation. Otherwise it is $\pm v_{ia}$, because $v_{pq}=v_{qp}$. As $f$ is invertible, $VP=PV$ exactly when all $v_{ia}$ vanish, that is, when $\chi v=0$.

On the grid, the same commutator reads

$$(VP-PV)(x,y)=\bigl(v(x)-v(y)\bigr)P(x,y).$$

Thus $\chi v=0$ means that $v(x)=v(y)$ wherever $P(x,y)\neq0$. If chains of nonzero entries join all points, $v$ is constant. If they do not, take $v=1$ on one connected component and $0$ elsewhere: no nonzero entry of the symmetric matrix $P$ crosses the boundary, so this non-constant $v$ has no response.

Finally, if $\chi v=r$ and $\chi w=r$, then $\chi(v-w)=0$, and connectivity makes $v-w$ constant.

## Orbitals, projector and response in Lean

One finite type `n` labels both grid points and orbitals, so orthonormal orbitals span the whole grid space.

```lean
import Mathlib

open Matrix

namespace OEPResponse

noncomputable section

variable {n : Type*} [Fintype n] [DecidableEq n]
```

The number $v_{pq}$ is `coupling f v p q`, with orbital `p` stored as row `p` of `f`.

```lean
/-- Matrix element of the local potential `v` between the orbitals `p` and `q`
(rows of `f`). -/
def coupling (f : Matrix n n ℝ) (v : n → ℝ) (p q : n) : ℝ :=
  ∑ x, f p x * v x * f q x
```

The projector sums over the finite set `occ`.

```lean
/-- The occupied projector `P x y = ∑ i, f i x * f i y`, summed over occupied orbitals. -/
def densityMatrix (f : Matrix n n ℝ) (occ : Finset n) : Matrix n n ℝ :=
  Matrix.of fun x y => ∑ i ∈ occ, f i x * f i y
```

The virtual orbitals are the complement `occᶜ`. The factor 2 counts the first-order change of both factors in $f_i^2$, for one electron per orbital; a closed-shell density would carry another 2.

```lean
/-- The static Kohn-Sham density response as a sum over occupied-virtual pairs, for orbital
energies `e` in which no occupied level coincides with a virtual one. -/
def response (f : Matrix n n ℝ) (e : n → ℝ) (occ : Finset n) : Matrix n n ℝ :=
  Matrix.of fun x y =>
    2 * ∑ i ∈ occ, ∑ a ∈ occᶜ, f i x * f a x * f i y * f a y / (e i - e a)
```

Connectivity is the existence of a chain, possibly of length zero, between any two points. A single grid point is therefore always connected.

```lean
/-- Any two grid points are joined by a chain of nonzero entries of `P`. -/
def Linked (P : Matrix n n ℝ) : Prop :=
  ∀ x y, Relation.ReflTransGen (fun s t => P s t ≠ 0) x y
```

## The sign of the response and its zeros

The next two theorems are the formulas for $\chi v$ and its quadratic form. Their proofs exchange finite sums and collect the sum over grid points into a coupling. They hold for any `f`, orthonormal or not.

```lean
/-- The response matrix applied to the potential `v`, written with the couplings. -/
theorem response_mulVec (f : Matrix n n ℝ) (e : n → ℝ) (occ : Finset n) (v : n → ℝ) (x : n) :
    (response f e occ *ᵥ v) x =
      2 * ∑ i ∈ occ, ∑ a ∈ occᶜ, f i x * f a x * coupling f v i a / (e i - e a) := by
  simp only [Matrix.mulVec, dotProduct, response, Matrix.of_apply, coupling,
    Finset.mul_sum, Finset.sum_mul, Finset.sum_div]
  rw [Finset.sum_comm]
  refine Finset.sum_congr rfl fun i _ => ?_
  rw [Finset.sum_comm]
  refine Finset.sum_congr rfl fun a _ => Finset.sum_congr rfl fun y _ => ?_
  ring

/-- The quadratic form of the response is a sum of squared couplings over energy
differences. -/
theorem response_quadratic (f : Matrix n n ℝ) (e : n → ℝ) (occ : Finset n) (v : n → ℝ) :
    v ⬝ᵥ (response f e occ *ᵥ v) =
      2 * ∑ i ∈ occ, ∑ a ∈ occᶜ, coupling f v i a ^ 2 / (e i - e a) := by
  simp only [dotProduct, response_mulVec, Finset.mul_sum]
  rw [Finset.sum_comm]
  refine Finset.sum_congr rfl fun i _ => ?_
  rw [Finset.sum_comm]
  refine Finset.sum_congr rfl fun a _ => ?_
  have h : ∑ x, f i x * v x * f a x = coupling f v i a := rfl
  calc _ = ∑ x, (f i x * v x * f a x) * (2 * coupling f v i a / (e i - e a)) :=
        Finset.sum_congr rfl fun x _ => by ring
    _ = _ := by rw [← Finset.sum_mul, h]; ring
```

The hypothesis `gap` places every occupied level strictly below every virtual one: an aufbau filling with a nonzero gap. Degeneracies within either set are allowed. Each term of the quadratic form is then a square over a negative number.

```lean
/-- With every occupied level below every virtual level, the response is symmetric and
negative semidefinite. -/
theorem response_negSemidef (f : Matrix n n ℝ) {e : n → ℝ} {occ : Finset n}
    (gap : ∀ i ∈ occ, ∀ a ∉ occ, e i < e a) :
    (response f e occ).IsSymm ∧ ∀ v : n → ℝ, v ⬝ᵥ (response f e occ *ᵥ v) ≤ 0 := by
  constructor
  · ext x y
    simp only [Matrix.transpose_apply, response, Matrix.of_apply]
    congr 1
    refine Finset.sum_congr rfl fun i _ => Finset.sum_congr rfl fun a _ => ?_
    ring
  · intro v
    rw [response_quadratic]
    have h : ∑ i ∈ occ, ∑ a ∈ occᶜ, coupling f v i a ^ 2 / (e i - e a) ≤ 0 :=
      Finset.sum_nonpos fun i hi => Finset.sum_nonpos fun a ha =>
        div_nonpos_of_nonneg_of_nonpos (sq_nonneg _)
          (by linarith [gap i hi a (Finset.mem_compl.1 ha)])
    linarith
```

For the zeros, `Finset.sum_eq_zero_iff_of_nonpos` is applied twice, once for the sum over $i$ and once for the sum over $a$, to extract a single vanishing term.

```lean
/-- If every occupied level lies below every virtual one, a potential produces no density response
exactly when it couples no occupied orbital to a virtual one. -/
theorem response_eq_zero_iff_coupling (f : Matrix n n ℝ) {e : n → ℝ} {occ : Finset n}
    (gap : ∀ i ∈ occ, ∀ a ∉ occ, e i < e a) (v : n → ℝ) :
    response f e occ *ᵥ v = 0 ↔ ∀ i ∈ occ, ∀ a ∉ occ, coupling f v i a = 0 := by
  constructor
  · intro h i hi a ha
    have hq := response_quadratic f e occ v
    rw [h, dotProduct_zero] at hq
    have hs : ∑ i ∈ occ, ∑ a ∈ occᶜ, coupling f v i a ^ 2 / (e i - e a) = 0 := by linarith
    have hterm : ∀ j ∈ occ, ∀ b ∈ occᶜ, coupling f v j b ^ 2 / (e j - e b) ≤ 0 :=
      fun j hj b hb => div_nonpos_of_nonneg_of_nonpos (sq_nonneg _)
        (by linarith [gap j hj b (Finset.mem_compl.1 hb)])
    -- a vanishing sum of nonpositive terms vanishes term by term
    have h1 := (Finset.sum_eq_zero_iff_of_nonpos
      (fun j hj => Finset.sum_nonpos (hterm j hj))).1 hs i hi
    have h2 := (Finset.sum_eq_zero_iff_of_nonpos (hterm i hi)).1 h1 a (Finset.mem_compl.2 ha)
    have hne : e i - e a ≠ 0 := by linarith [gap i hi a ha] |> fun h => ne_of_lt h
    exact pow_eq_zero_iff (two_ne_zero) |>.1 ((div_eq_zero_iff.1 h2).resolve_right hne)
  · intro h
    ext x
    rw [response_mulVec, Finset.sum_eq_zero, mul_zero, Pi.zero_apply]
    intro i hi
    refine Finset.sum_eq_zero fun a ha => ?_
    rw [h i hi a (Finset.mem_compl.1 ha), mul_zero, zero_div]
```

## Commutation with the occupied projector

Orthonormality enters here as `f * fᵀ = 1`; for a square matrix it also gives `fᵀ * f = 1`. In the proof, `hP` is $P=f^TDf$, `hM` identifies the entries of $M$, and `hL` and `hR` are the two products in the orbital basis. The four occupation cases establish $MD=DM$, and `back` returns to the grid.

```lean
/-- For orthonormal orbitals, a local potential commutes with the occupied projector exactly
when all its occupied-virtual couplings vanish. -/
theorem commute_iff_coupling {f : Matrix n n ℝ} (hf : f * fᵀ = 1) (occ : Finset n)
    (v : n → ℝ) :
    diagonal v * densityMatrix f occ = densityMatrix f occ * diagonal v ↔
      ∀ i ∈ occ, ∀ a ∉ occ, coupling f v i a = 0 := by
  have hf' : fᵀ * f = 1 := mul_eq_one_comm.1 hf
  obtain ⟨d, hd⟩ : ∃ d : n → ℝ, d = fun p => if p ∈ occ then 1 else 0 := ⟨_, rfl⟩
  have hP : densityMatrix f occ = fᵀ * diagonal d * f := by
    ext x y
    rw [Matrix.mul_apply]
    simp [Matrix.mul_diagonal, densityMatrix, hd]
  have hM : ∀ p q, (f * diagonal v * fᵀ) p q = coupling f v p q := by
    intro p q
    rw [Matrix.mul_apply]
    simp only [Matrix.mul_diagonal, Matrix.transpose_apply, coupling]
  -- both products in the orbital basis
  have hL : f * (diagonal v * densityMatrix f occ) * fᵀ
      = f * diagonal v * fᵀ * diagonal d := by
    calc _ = f * diagonal v * fᵀ * diagonal d * (f * fᵀ) := by
          rw [hP]; simp only [Matrix.mul_assoc]
      _ = _ := by rw [hf, Matrix.mul_one]
  have hR : f * (densityMatrix f occ * diagonal v) * fᵀ
      = diagonal d * (f * diagonal v * fᵀ) := by
    calc _ = (f * fᵀ) * (diagonal d * (f * diagonal v * fᵀ)) := by
          rw [hP]; simp only [Matrix.mul_assoc]
      _ = _ := by rw [hf, Matrix.one_mul]
  constructor
  · intro h i hi a ha
    rw [h, hR] at hL
    have h1 := congrFun (congrFun hL i) a
    rw [Matrix.diagonal_mul, Matrix.mul_diagonal, hM] at h1
    simpa [hd, hi, ha] using h1
  · intro h
    have hMD : f * diagonal v * fᵀ * diagonal d = diagonal d * (f * diagonal v * fᵀ) := by
      ext p q
      rw [Matrix.diagonal_mul, Matrix.mul_diagonal, hM]
      have hs : coupling f v p q = coupling f v q p :=
        Finset.sum_congr rfl fun x _ => by ring
      by_cases hp : p ∈ occ <;> by_cases hq : q ∈ occ
      · simp [hd, hp, hq]
      · simp [hd, hp, hq, h p hp q hq]
      · simp [hd, hp, hq, hs.trans (h q hq p hp)]
      · simp [hd, hp, hq]
    have back : ∀ A : Matrix n n ℝ, fᵀ * (f * A * fᵀ) * f = A := by
      intro A
      calc _ = (fᵀ * f) * A * (fᵀ * f) := by simp only [Matrix.mul_assoc]
        _ = A := by rw [hf', Matrix.one_mul, Matrix.mul_one]
    rw [← back (diagonal v * densityMatrix f occ), hL, hMD, ← hR, back]
```

Combining the two equivalences removes the couplings from the statement.

```lean
/-- For orthonormal orbitals with every occupied level below every virtual one, the response to `v`
vanishes exactly when `v`, as a multiplication operator, commutes with the occupied projector. -/
theorem response_eq_zero_iff_commute {f : Matrix n n ℝ} (hf : f * fᵀ = 1) {e : n → ℝ}
    {occ : Finset n} (gap : ∀ i ∈ occ, ∀ a ∉ occ, e i < e a) (v : n → ℝ) :
    response f e occ *ᵥ v = 0 ↔
      diagonal v * densityMatrix f occ = densityMatrix f occ * diagonal v :=
  (response_eq_zero_iff_coupling f gap v).trans (commute_iff_coupling hf occ v).symm
```

Reading the commutator entry by entry gives the local criterion.

```lean
/-- For orthonormal orbitals with every occupied level below every virtual one, the response to `v`
vanishes exactly when `v` takes equal values at any two points joined by a nonzero entry of the
occupied projector. -/
theorem response_eq_zero_iff_local {f : Matrix n n ℝ} (hf : f * fᵀ = 1) {e : n → ℝ}
    {occ : Finset n} (gap : ∀ i ∈ occ, ∀ a ∉ occ, e i < e a) (v : n → ℝ) :
    response f e occ *ᵥ v = 0 ↔ ∀ x y, densityMatrix f occ x y ≠ 0 → v x = v y := by
  rw [response_eq_zero_iff_commute hf gap]
  constructor
  · intro h x y hxy
    have h1 := congrFun (congrFun h x) y
    rw [Matrix.diagonal_mul, Matrix.mul_diagonal] at h1
    exact mul_right_cancel₀ hxy (h1.trans (mul_comm _ _))
  · intro h
    ext x y
    rw [Matrix.diagonal_mul, Matrix.mul_diagonal]
    by_cases h0 : densityMatrix f occ x y = 0
    · rw [h0, mul_zero, zero_mul]
    · rw [h x y h0, mul_comm]
```

## Connectivity and the OEP equation

The left side of the next equivalence says that a potential has zero response if and only if it is constant. The forward direction uses the indicator of a component; the reverse is an induction along a chain.

```lean
/-- For orthonormal orbitals with every occupied level below every virtual one, the potentials
without density response are exactly the constants if and only if the graph of nonzero entries of
the occupied projector is connected. -/
theorem kernel_constants_iff_linked {f : Matrix n n ℝ} (hf : f * fᵀ = 1) {e : n → ℝ}
    {occ : Finset n} (gap : ∀ i ∈ occ, ∀ a ∉ occ, e i < e a) :
    (∀ v : n → ℝ, response f e occ *ᵥ v = 0 ↔ ∃ c : ℝ, v = fun _ => c) ↔
      Linked (densityMatrix f occ) := by
  classical
  constructor
  · intro H x y
    by_contra hn
    -- the indicator of the component of `x` has no response
    have hv : response f e occ *ᵥ (fun z => if Relation.ReflTransGen
        (fun s t => densityMatrix f occ s t ≠ 0) x z then (1 : ℝ) else 0) = 0 := by
      refine (response_eq_zero_iff_local hf gap _).2 fun s t hst => ?_
      have hts : densityMatrix f occ t s ≠ 0 := by
        have hs : densityMatrix f occ t s = densityMatrix f occ s t :=
          Finset.sum_congr rfl fun i _ => mul_comm _ _
        rwa [hs]
      exact if_congr ⟨fun h => h.tail hst, fun h => h.tail hts⟩ rfl rfl
    obtain ⟨c, hc⟩ := (H _).1 hv
    have h1 := congrFun hc x
    have h2 := congrFun hc y
    beta_reduce at h1 h2
    rw [if_pos Relation.ReflTransGen.refl] at h1
    rw [if_neg hn] at h2
    linarith
  · intro hc v
    rw [response_eq_zero_iff_local hf gap]
    constructor
    · intro h
      have hxy : ∀ x y, v x = v y := by
        intro x y
        have p := hc x y
        induction p with
        | refl => rfl
        | tail _ hbc ih => exact ih.trans (h _ _ hbc)
      rcases isEmpty_or_nonempty n with hn | ⟨⟨x⟩⟩
      · exact ⟨0, funext fun y => hn.elim y⟩
      · exact ⟨v x, funext fun y => hxy y x⟩
    · rintro ⟨c, rfl⟩ x y _
      rfl
```

For exact exchange on a finite grid, with orbitals and energies held fixed and $P$ connected, the OEP equation has at most one solution up to a constant. The theorem takes `r` as given and assumes both solutions; it addresses neither existence nor self-consistency. Nor are `f` and `e` required to come from a Kohn–Sham Hamiltonian, that is, a kinetic-energy matrix plus a local potential.

```lean
/-- For orthonormal orbitals with every occupied level below every virtual one, if the occupied
projector is connected, two solutions of the OEP equation with the same right-hand side `r` differ
by a constant. -/
theorem oep_unique_up_to_constant {f : Matrix n n ℝ} (hf : f * fᵀ = 1) {e : n → ℝ}
    {occ : Finset n} (gap : ∀ i ∈ occ, ∀ a ∉ occ, e i < e a)
    (hc : Linked (densityMatrix f occ)) {v w r : n → ℝ}
    (hv : response f e occ *ᵥ v = r) (hw : response f e occ *ᵥ w = r) :
    ∃ c : ℝ, ∀ x, v x = w x + c := by
  have h0 : response f e occ *ᵥ (v - w) = 0 := by
    rw [Matrix.mulVec_sub, hv, hw, sub_self]
  obtain ⟨c, h⟩ := ((kernel_constants_iff_linked hf gap).2 hc _).1 h0
  refine ⟨c, fun x => ?_⟩
  have hx := congrFun h x
  simp only [Pi.sub_apply] at hx
  linarith
```

The model could also have kept fewer orbitals than grid points, as a truncated orbital basis does. Vanishing couplings to the retained virtuals would then not always force $V$ to commute with $P$. The rank of $\chi$ is at most the number of occupied–virtual pairs, so with fewer than $n-1$ pairs some non-constant potential has no response, even for connected $P$.

## A two-site example

The normalised orbitals $(3/5,4/5)$ and $(-4/5,3/5)$, with energies 0 and 1 and the lower one occupied, satisfy all the assumptions. The off-diagonal entry of $P$ is $12/25$, which links the two sites.

```lean
/-- Two orthonormal orbitals on two sites, with unequal weights on the sites. -/
def dimer : Matrix (Fin 2) (Fin 2) ℝ := !![3/5, 4/5; -4/5, 3/5]

/-- The two-site orbitals with levels 0 and 1 and the lower one occupied are orthonormal,
have a gap and have a connected occupied projector. -/
theorem dimer_witness :
    dimer * dimerᵀ = 1 ∧
    (∀ i ∈ ({0} : Finset (Fin 2)), ∀ a ∉ ({0} : Finset (Fin 2)),
      (![0, 1] : Fin 2 → ℝ) i < (![0, 1] : Fin 2 → ℝ) a) ∧
    Linked (densityMatrix dimer {0}) := by
  refine ⟨?_, ?_, ?_⟩
  · ext i j
    fin_cases i <;> fin_cases j <;>
      norm_num [dimer, Matrix.mul_apply, Fin.sum_univ_succ]
  · intro i hi a ha
    fin_cases i <;> fin_cases a <;> simp_all
  · have h01 : densityMatrix dimer {0} 0 1 ≠ 0 := by norm_num [densityMatrix, dimer]
    have h10 : densityMatrix dimer {0} 1 0 ≠ 0 := by norm_num [densityMatrix, dimer]
    intro x y
    fin_cases x <;> fin_cases y
    · exact Relation.ReflTransGen.refl
    · exact Relation.ReflTransGen.single h01
    · exact Relation.ReflTransGen.single h10
    · exact Relation.ReflTransGen.refl

end

end OEPResponse
```

```lean
#print axioms OEPResponse.response_negSemidef
#print axioms OEPResponse.kernel_constants_iff_linked
#print axioms OEPResponse.oep_unique_up_to_constant
```

```
'OEPResponse.response_negSemidef' depends on axioms: [propext, Classical.choice, Quot.sound]
'OEPResponse.kernel_constants_iff_linked' depends on axioms: [propext, Classical.choice, Quot.sound]
'OEPResponse.oep_unique_up_to_constant' depends on axioms: [propext, Classical.choice, Quot.sound]
```
